# For a fixed Hermitian matrix, enlarging the basis never raises the midpoint of two neighbouring levels, but can widen or narrow their gap

To ask how the level midway between the highest occupied and the lowest unoccupied orbital shifts when a basis is enlarged, one must first choose what stays fixed. Here it is the one-electron Hamiltonian: a Hermitian n×n matrix H, written in the larger, orthonormal basis. The smaller basis is an n×m matrix V with orthonormal columns, m ≤ n, and the calculation in it diagonalises VᴴHV.

In a self-consistent Hartree–Fock or Kohn–Sham calculation the effective Hamiltonian itself changes with the basis, through the occupied orbitals. The step from a fixed H to that setting is not supplied by the results below. For non-interacting electrons in a finite set of spin orbitals, the midgap level is the zero-temperature limit of the chemical potential at integer filling, so its basis error is also an error in that quantity.

```lean
import Mathlib

open Matrix

namespace MidgapBasisSet

noncomputable section

variable {n m : ℕ}
```

`compress V H` is the matrix VᴴHV.

```lean
/-- The Hamiltonian `H` compressed to the basis formed by the columns of `V`. -/
def compress (V : Matrix (Fin n) (Fin m) ℂ) (H : Matrix (Fin n) (Fin n) ℂ) :
    Matrix (Fin m) (Fin m) ℂ := Vᴴ * H * V
```

`IsLevels A e` says that the real numbers e_0 ≤ e_1 ≤ … are the eigenvalues of A, repeated by multiplicity, with eigenvectors in the columns of a unitary U. Numbering starts at zero, so with k occupied spin orbitals the highest occupied level has number i = k − 1.

```lean
/-- The real numbers `e` are the levels of `A` in ascending order, repeated by multiplicity:
a unitary matrix `U` has as columns eigenvectors of `A` with these energies. -/
def IsLevels (A : Matrix (Fin n) (Fin n) ℂ) (e : Fin n → ℝ) : Prop :=
  Monotone e ∧ ∃ U : Matrix (Fin n) (Fin n) ℂ,
    Uᴴ * U = 1 ∧ A * U = U * diagonal (fun i => (e i : ℂ))
```

The midpoint and the gap each take a proof that level i + 1 exists.

```lean
/-- The midpoint of the neighbouring levels `i` and `i + 1`, counted from zero. -/
def midgap (e : Fin n → ℝ) (i : ℕ) (h : i + 1 < n) : ℝ :=
  (e ⟨i, by omega⟩ + e ⟨i + 1, h⟩) / 2

/-- The distance from level `i` up to level `i + 1`, counted from zero. -/
def gap (e : Fin n → ℝ) (i : ℕ) (h : i + 1 < n) : ℝ :=
  e ⟨i + 1, h⟩ - e ⟨i, by omega⟩
```

## (a) Ordered levels exist

Show that every Hermitian A has an ascending real list e and a unitary U with

A U = U diag(e).

**Solution.** The spectral theorem gives orthonormal eigenvectors with real eigenvalues. Sort them by eigenvalue and let u_j be column j of U. Then (UᴴU)_ij = u_iᴴu_j = δ_ij, and column j of AU is Au_j = e_j u_j.

In Lean, `Tuple.sort` supplies the sorting permutation, and the two final bullets check the two matrix equations entry by entry.

```lean
/-- Every Hermitian matrix has a list of levels in ascending order. -/
theorem exists_levels (A : Matrix (Fin n) (Fin n) ℂ) (hA : A.IsHermitian) :
    ∃ e, IsLevels A e := by
  let σ := Tuple.sort hA.eigenvalues
  let b := hA.eigenvectorBasis
  refine ⟨hA.eigenvalues ∘ σ, Tuple.monotone_sort _,
    Matrix.of fun i j => (b (σ j)).ofLp i, ?_, ?_⟩
  · ext i j
    have h := orthonormal_iff_ite.mp b.orthonormal (σ i) (σ j)
    rw [EuclideanSpace.inner_eq_star_dotProduct, dotProduct_comm] at h
    refine Eq.trans h ?_
    by_cases hij : i = j <;> simp [hij, Matrix.one_apply]
  · ext i j
    have h := congrFun (hA.mulVec_eigenvectorBasis (σ j)) i
    rw [Matrix.mul_diagonal]
    refine Eq.trans h ?_
    change (hA.eigenvalues (σ j) • (b (σ j)).ofLp i : ℂ)
      = (b (σ j)).ofLp i * ((hA.eigenvalues (σ j) : ℝ) : ℂ)
    rw [Complex.real_smul, mul_comm]
```

## (b) Energy as a weighted population

Let C be an n×m matrix, and let a and b be real weights with Cᴴ diag(a) C = diag(b). Show for every vector c that

Σ_i a_i |(Cc)_i|² = Σ_i b_i |c_i|².

**Solution.** Write the left side as a quadratic form and regroup:

(Cc)ᴴ diag(a) (Cc) = cᴴ (Cᴴ diag(a) C) c = cᴴ diag(b) c.

The last expression is the right side. In the code `Complex.normSq` is the squared modulus, and `key` expands a diagonal quadratic form into its weighted sum.

```lean
/-- If `C` carries the diagonal form with weights `a` to the one with weights `b`, then the
weighted sums of populations of `C c` and of `c` agree. -/
theorem weighted_population {C : Matrix (Fin n) (Fin m) ℂ} (a : Fin n → ℝ) (b : Fin m → ℝ)
    (h : Cᴴ * diagonal (fun i => (a i : ℂ)) * C = diagonal (fun i => (b i : ℂ)))
    (c : Fin m → ℂ) :
    ∑ i, a i * Complex.normSq ((C *ᵥ c) i) = ∑ i, b i * Complex.normSq (c i) := by
  have key : ∀ (p : ℕ) (d : Fin p → ℝ) (v : Fin p → ℂ),
      star v ⬝ᵥ (diagonal (fun i => (d i : ℂ)) *ᵥ v)
        = ((∑ i, d i * Complex.normSq (v i) : ℝ) : ℂ) := by
    intro p d v
    simp only [dotProduct, Matrix.mulVec_diagonal, Complex.ofReal_sum, Complex.ofReal_mul,
      Complex.normSq_eq_conj_mul_self, Pi.star_apply, starRingEnd_apply]
    exact Finset.sum_congr rfl fun i _ => by ring
  apply Complex.ofReal_injective
  rw [← key, ← key, ← h, Matrix.star_mulVec, ← Matrix.dotProduct_mulVec]
  simp only [Matrix.mulVec_mulVec, Matrix.mul_assoc]
```

## (c) A trial state free of the lowest components

Let m ≤ n, let C be any n×m matrix and let 0 ≤ j < m. Find c ≠ 0 such that

c_i = 0 for i > j, and (Cc)_i = 0 for i < j.

**Solution.** The first condition leaves j + 1 unknowns, c_0 to c_j. The second imposes j homogeneous linear equations on them. With more unknowns than equations there is a nonzero solution. For j = 0 there are no equations, and c = (1, 0, …, 0) will do.

The Lean proof puts both conditions into one m×m matrix `M`: rows of C above row j, a zero row at j, and unit rows below. The zero row makes the determinant vanish, so `M` has a nonzero null vector.

```lean
/-- For `m ≤ n`, some nonzero combination of the basis states up to number `j` is mapped by
`C` to a vector without components below number `j`. -/
theorem exists_trial_state (hmn : m ≤ n) (C : Matrix (Fin n) (Fin m) ℂ) (j : Fin m) :
    ∃ c : Fin m → ℂ, c ≠ 0 ∧ (∀ i, j < i → c i = 0) ∧
      ∀ i : Fin n, i.val < j.val → (C *ᵥ c) i = 0 := by
  -- all conditions together form a square system whose row `j` vanishes
  let M : Matrix (Fin m) (Fin m) ℂ := Matrix.of fun i l =>
    if i < j then C (Fin.castLE hmn i) l else if i = j then 0 else if i = l then 1 else 0
  have hdet : M.det = 0 := Matrix.det_eq_zero_of_row_eq_zero j (fun l => by simp [M])
  obtain ⟨c, hc, hM⟩ := Matrix.exists_mulVec_eq_zero_iff.mpr hdet
  refine ⟨c, hc, fun i hi => ?_, fun i hi => ?_⟩
  · have h := congrFun hM i
    simpa [M, Matrix.mulVec, dotProduct, lt_asymm hi, hi.ne'] using h
  · have hi' : (⟨i.val, lt_trans hi j.isLt⟩ : Fin m) < j := hi
    have hrow : M ⟨i.val, lt_trans hi j.isLt⟩ = C i := by
      funext l
      exact if_pos hi'
    have h : M ⟨i.val, lt_trans hi j.isLt⟩ ⬝ᵥ c = 0 := congrFun hM _
    rw [hrow] at h
    exact h
```

## (d) Each level is bounded by its computed value

Let e be the levels of H and f those of VᴴHV. Show for every j < m that

e_j ≤ f_j.

**Solution.** Let U and W hold the eigenvectors of H and of VᴴHV, and set C = UᴴVW. Since U is square, UUᴴ = 1 and H = U diag(e) Uᴴ. Hence

CᴴC = WᴴVᴴUUᴴVW = WᴴVᴴVW = WᴴW = 1,

Cᴴ diag(e) C = WᴴVᴴHVW = WᴴW diag(f) = diag(f).

Take c from (c) and put N = Σ_i |c_i|² > 0. Part (b) with unit weights gives Σ_i |(Cc)_i|² = N. With weights e and f it gives

E = Σ_i e_i |(Cc)_i|² = Σ_i f_i |c_i|².

The vector is not normalised, so its mean energy is E/N. In the first sum only levels i ≥ j contribute, and in the second only i ≤ j. Therefore

e_j N ≤ E ≤ f_j N,

and division by N finishes the argument. This is the Hylleraas–Undheim–MacDonald bound for finite matrices.

The hypothesis `hV` is VᴴV = 1, while `hH` and `hB` name the two lists of levels; `hH` already implies that H is Hermitian. `Fin.castLE hmn j` is the number j read as a position in the longer list. The facts `hC1` and `hC2` are the two equations for C, and `low` and `high` are the two energy bounds.

```lean
/-- Each level computed in an orthonormal basis is at least the level of `H` with the same
number, counted from below. -/
theorem level_le_compress (hmn : m ≤ n) {H : Matrix (Fin n) (Fin n) ℂ}
    {V : Matrix (Fin n) (Fin m) ℂ} (hV : Vᴴ * V = 1) {e : Fin n → ℝ} {f : Fin m → ℝ}
    (hH : IsLevels H e) (hB : IsLevels (compress V H) f) (j : Fin m) :
    e (Fin.castLE hmn j) ≤ f j := by
  obtain ⟨he, U, hU, hHU⟩ := hH
  obtain ⟨hf, W, hW, hBW⟩ := hB
  have hU' : U * Uᴴ = 1 := _root_.mul_eq_one_comm.mp hU
  have hHd : U * diagonal (fun i => (e i : ℂ)) * Uᴴ = H := by
    rw [← hHU, Matrix.mul_assoc, hU', Matrix.mul_one]
  -- the embedding written in the two eigenbases
  obtain ⟨C, hC1, hC2⟩ : ∃ C : Matrix (Fin n) (Fin m) ℂ,
      Cᴴ * diagonal (fun _ : Fin n => ((1 : ℝ) : ℂ)) * C
        = diagonal (fun _ : Fin m => ((1 : ℝ) : ℂ)) ∧
      Cᴴ * diagonal (fun i => (e i : ℂ)) * C = diagonal (fun i => (f i : ℂ)) := by
    refine ⟨Uᴴ * (V * W), ?_, ?_⟩
    · have h1 : ∀ p : ℕ, diagonal (fun _ : Fin p => ((1 : ℝ) : ℂ)) = 1 := fun p => by simp
      rw [h1 n, h1 m, Matrix.mul_one]
      calc (Uᴴ * (V * W))ᴴ * (Uᴴ * (V * W)) = Wᴴ * (Vᴴ * ((U * Uᴴ) * (V * W))) := by
            simp only [conjTranspose_mul, conjTranspose_conjTranspose, Matrix.mul_assoc]
        _ = Wᴴ * ((Vᴴ * V) * W) := by rw [hU', Matrix.one_mul, Matrix.mul_assoc]
        _ = 1 := by rw [hV, Matrix.one_mul, hW]
    · have hBW' : Vᴴ * H * V * W = W * diagonal (fun i => (f i : ℂ)) := hBW
      calc (Uᴴ * (V * W))ᴴ * diagonal (fun i => (e i : ℂ)) * (Uᴴ * (V * W))
          = Wᴴ * (Vᴴ * ((U * diagonal (fun i => (e i : ℂ)) * Uᴴ) * (V * W))) := by
            simp only [conjTranspose_mul, conjTranspose_conjTranspose, Matrix.mul_assoc]
        _ = Wᴴ * (Vᴴ * H * V * W) := by rw [hHd]; simp only [Matrix.mul_assoc]
        _ = diagonal (fun i => (f i : ℂ)) := by
            rw [hBW', ← Matrix.mul_assoc, hW, Matrix.one_mul]
  obtain ⟨c, hc, hc1, hc2⟩ := exists_trial_state hmn C j
  have n1 : ∑ i, 1 * Complex.normSq ((C *ᵥ c) i) = ∑ i, 1 * Complex.normSq (c i) :=
    weighted_population (fun _ => 1) (fun _ => 1) hC1 c
  have n2 := weighted_population e f hC2 c
  have hpos : 0 < ∑ i, 1 * Complex.normSq (c i) := by
    obtain ⟨i, hi⟩ := Function.ne_iff.mp hc
    exact Finset.sum_pos' (fun i _ => mul_nonneg zero_le_one (Complex.normSq_nonneg _))
      ⟨i, Finset.mem_univ i, mul_pos one_pos (Complex.normSq_pos.mpr hi)⟩
  -- the trial energy is bounded below by `e j` and above by `f j`
  have low : e (Fin.castLE hmn j) * ∑ i, 1 * Complex.normSq ((C *ᵥ c) i)
      ≤ ∑ i, e i * Complex.normSq ((C *ᵥ c) i) := by
    rw [Finset.mul_sum]
    refine Finset.sum_le_sum fun i _ => ?_
    by_cases hi : i.val < j.val
    · rw [hc2 i hi]; simp
    · have hji : j.val ≤ i.val := not_lt.mp hi
      have h := he (show Fin.castLE hmn j ≤ i from hji)
      rw [one_mul]
      exact mul_le_mul_of_nonneg_right h (Complex.normSq_nonneg _)
  have high : ∑ i, f i * Complex.normSq (c i) ≤ f j * ∑ i, 1 * Complex.normSq (c i) := by
    rw [Finset.mul_sum]
    refine Finset.sum_le_sum fun i _ => ?_
    by_cases hi : j < i
    · rw [hc1 i hi]; simp
    · rw [one_mul]
      exact mul_le_mul_of_nonneg_right (hf (not_lt.mp hi)) (Complex.normSq_nonneg _)
  rw [n1, n2] at low
  exact le_of_mul_le_mul_right (low.trans high) hpos
```

## (e) The ordered levels are unique

Let e and f both be ascending lists of levels of A. Show that

e = f.

**Solution.** Use (d) with V = 1, for which the compressed matrix is A itself. It gives e_j ≤ f_j and, with the lists exchanged, f_j ≤ e_j. Thus "the levels of A" is well defined, as `le_antisymm` concludes for each j.

```lean
/-- The ascending list of levels of a matrix is unique. -/
theorem levels_unique {A : Matrix (Fin n) (Fin n) ℂ} {e f : Fin n → ℝ}
    (he : IsLevels A e) (hf : IsLevels A f) : e = f := by
  have hc : compress 1 A = A := by simp [compress]
  have he' : IsLevels (compress 1 A) e := by rwa [hc]
  have hf' : IsLevels (compress 1 A) f := by rwa [hc]
  funext j
  exact le_antisymm (level_le_compress le_rfl (by simp) he hf' j)
    (level_le_compress le_rfl (by simp) hf he' j)
```

## (f) The midgap level from the smaller basis is an upper bound

For i + 1 < m, show that

(e_i + e_{i+1})/2 ≤ (f_i + f_{i+1})/2.

**Solution.** Add the inequalities of (d) for i and i + 1, and halve. In Lean these are `h1` and `h2`, which `linarith` combines.

The smallest case is m = 2, i = 0. The right side is then half the trace of VᴴHV, the average of the two basis functions' energy expectation values, and needs no diagonalisation.

For the gap, let d_i = f_i − e_i ≥ 0 be the amount by which level i falls on enlargement. The gap changes by d_i − d_{i+1}, whose sign is left open by (d).

```lean
/-- The midgap level computed in an orthonormal basis of more than `i + 1` states is at least
the midgap level of `H` between the same two level numbers. -/
theorem midgap_le_compress (hmn : m ≤ n) {H : Matrix (Fin n) (Fin n) ℂ}
    {V : Matrix (Fin n) (Fin m) ℂ} (hV : Vᴴ * V = 1) {e : Fin n → ℝ} {f : Fin m → ℝ}
    (hH : IsLevels H e) (hB : IsLevels (compress V H) f) (i : ℕ) (hi : i + 1 < m) :
    midgap e i (lt_of_lt_of_le hi hmn) ≤ midgap f i hi := by
  have h1 := level_le_compress hmn hV hH hB ⟨i, by omega⟩
  have h2 := level_le_compress hmn hV hH hB ⟨i + 1, hi⟩
  change e ⟨i, by omega⟩ ≤ f ⟨i, by omega⟩ at h1
  change e ⟨i + 1, by omega⟩ ≤ f ⟨i + 1, hi⟩ at h2
  unfold midgap
  linarith
```

## (g) Two orbitals out of three

Let V have the columns (1, 0, 0) and (0, 1, 0). Check that

VᴴV = 1.

**Solution.** Each column has norm 1 and their inner product is 0. Compression to this basis keeps the upper left 2×2 block of a 3×3 matrix. Two Hamiltonians are defined here, in an arbitrary energy unit. The third orbital couples to the first in one and to the second in the other, and their diagonal energies differ as well.

```lean
/-- The basis of the first two of three orthonormal orbitals. -/
def twoOrbitals : Matrix (Fin 3) (Fin 2) ℂ := !![1, 0; 0, 1; 0, 0]

/-- A Hamiltonian whose third orbital couples to the first. -/
def lowerCoupled : Matrix (Fin 3) (Fin 3) ℂ := !![0, 0, 12; 0, 10, 0; 12, 0, 7]

/-- A Hamiltonian whose third orbital couples to the second. -/
def upperCoupled : Matrix (Fin 3) (Fin 3) ℂ := !![-10, 0, 0; 0, 0, 12; 0, 12, 7]

/-- The two basis orbitals are orthonormal. -/
theorem twoOrbitals_orthonormal : twoOrbitalsᴴ * twoOrbitals = 1 := by
  ext i j
  fin_cases i <;> fin_cases j <;>
    simp [twoOrbitals, Matrix.mul_apply, Fin.sum_univ_three]
```

## (h) A gap that widens

For `lowerCoupled`, show that adding the third orbital changes the gap between the two lowest levels as

10 → 19.

**Solution.** The compressed matrix is diag(0, 10), with gap 10. In the full matrix the second orbital stays at 10, and the first and third mix according to

λ² − 7λ − 144 = (λ + 9)(λ − 16) = 0.

The levels are −9, 10, 16, with normalised eigenvectors (4/5, 0, −3/5), (0, 1, 0) and (3/5, 0, 4/5). The gap is 10 − (−9) = 19, while the midpoint falls from 5 to 1/2. The Lean proof supplies these eigenvectors as the columns of U and checks the matrix equations by entries.

```lean
/-- Adding the third orbital to the basis raises the lowest gap of `lowerCoupled` from 10
to 19. -/
theorem gap_raised :
    IsLevels (compress twoOrbitals lowerCoupled) ![0, 10] ∧
    IsLevels lowerCoupled ![-9, 10, 16] ∧
    gap ![0, 10] 0 (by norm_num) = 10 ∧ gap ![-9, 10, 16] 0 (by norm_num) = 19 := by
  refine ⟨⟨Fin.monotone_iff_le_succ.mpr fun i => ?_, 1, by simp, ?_⟩,
    ⟨Fin.monotone_iff_le_succ.mpr fun i => ?_,
      !![4/5, 0, 3/5; 0, 1, 0; -3/5, 0, 4/5], ?_, ?_⟩, ?_, ?_⟩
  · fin_cases i
    exact show (0 : ℝ) ≤ 10 by norm_num
  · rw [Matrix.mul_one, Matrix.one_mul]
    ext i j
    fin_cases i <;> fin_cases j <;>
      simp [compress, twoOrbitals, lowerCoupled, Matrix.mul_apply, Fin.sum_univ_three]
  · fin_cases i
    exacts [show (-9 : ℝ) ≤ 10 by norm_num, show (10 : ℝ) ≤ 16 by norm_num]
  · have h3 : (starRingEnd ℂ) 3 = 3 := Complex.conj_eq_iff_im.mpr (by simp)
    have h4 : (starRingEnd ℂ) 4 = 4 := Complex.conj_eq_iff_im.mpr (by simp)
    have h5 : (starRingEnd ℂ) 5 = 5 := Complex.conj_eq_iff_im.mpr (by simp)
    ext i j
    fin_cases i <;> fin_cases j <;>
      simp [Matrix.mul_apply, Fin.sum_univ_three, h3, h4, h5] <;> norm_num
  · ext i j
    rw [Matrix.mul_diagonal]
    fin_cases i <;> fin_cases j <;>
      simp [lowerCoupled, Matrix.mul_apply, Fin.sum_univ_three] <;> norm_num
  · change (10 : ℝ) - 0 = 10
    norm_num
  · change (10 : ℝ) - (-9) = 19
    norm_num
```

## (i) A gap that narrows

For `upperCoupled`, show that the same enlargement gives

10 → 1.

**Solution.** The compressed matrix is diag(−10, 0), again with gap 10. Now the first orbital stays at −10, and the second and third mix by the same quadratic equation. The levels are −10, −9, 16, so the gap is 1, and the midpoint falls from −5 to −19/2. The check runs as in (h), with the mixing moved to the last two orbitals.

```lean
/-- Adding the third orbital to the basis lowers the lowest gap of `upperCoupled` from 10
to 1. -/
theorem gap_lowered :
    IsLevels (compress twoOrbitals upperCoupled) ![-10, 0] ∧
    IsLevels upperCoupled ![-10, -9, 16] ∧
    gap ![-10, 0] 0 (by norm_num) = 10 ∧ gap ![-10, -9, 16] 0 (by norm_num) = 1 := by
  refine ⟨⟨Fin.monotone_iff_le_succ.mpr fun i => ?_, 1, by simp, ?_⟩,
    ⟨Fin.monotone_iff_le_succ.mpr fun i => ?_,
      !![1, 0, 0; 0, 4/5, 3/5; 0, -3/5, 4/5], ?_, ?_⟩, ?_, ?_⟩
  · fin_cases i
    exact show (-10 : ℝ) ≤ 0 by norm_num
  · rw [Matrix.mul_one, Matrix.one_mul]
    ext i j
    fin_cases i <;> fin_cases j <;>
      simp [compress, twoOrbitals, upperCoupled, Matrix.mul_apply, Fin.sum_univ_three]
  · fin_cases i
    exacts [show (-10 : ℝ) ≤ -9 by norm_num, show (-9 : ℝ) ≤ 16 by norm_num]
  · have h3 : (starRingEnd ℂ) 3 = 3 := Complex.conj_eq_iff_im.mpr (by simp)
    have h4 : (starRingEnd ℂ) 4 = 4 := Complex.conj_eq_iff_im.mpr (by simp)
    have h5 : (starRingEnd ℂ) 5 = 5 := Complex.conj_eq_iff_im.mpr (by simp)
    ext i j
    fin_cases i <;> fin_cases j <;>
      simp [Matrix.mul_apply, Fin.sum_univ_three, h3, h4, h5] <;> norm_num
  · ext i j
    rw [Matrix.mul_diagonal]
    fin_cases i <;> fin_cases j <;>
      simp [upperCoupled, Matrix.mul_apply, Fin.sum_univ_three] <;> norm_num
  · change (0 : ℝ) - (-10) = 10
    norm_num
  · change (-9 : ℝ) - (-10) = 1
    norm_num

end

end MidgapBasisSet
```

```lean
#print axioms MidgapBasisSet.levels_unique
#print axioms MidgapBasisSet.twoOrbitals_orthonormal
#print axioms MidgapBasisSet.gap_raised
#print axioms MidgapBasisSet.gap_lowered
```

```
'MidgapBasisSet.levels_unique' depends on axioms: [propext, Classical.choice, Quot.sound]
'MidgapBasisSet.twoOrbitals_orthonormal' depends on axioms: [propext, Classical.choice, Quot.sound]
'MidgapBasisSet.gap_raised' depends on axioms: [propext, Classical.choice, Quot.sound]
'MidgapBasisSet.gap_lowered' depends on axioms: [propext, Classical.choice, Quot.sound]
```
